# A cutoff of at most half the shortest lattice vector has at most one periodic image strictly inside it

In a simulation with periodic boundaries, a pair loop often takes the displacement between two particles, replaces it by its shortest periodic image, compares the length with the cutoff, and evaluates the potential at most once. Every other image of the pair is discarded without being examined. This gives the full truncated lattice sum if no second image can lie inside the cutoff, and a cutoff of at most half the length of the shortest nonzero lattice vector guarantees that, provided "inside" means strictly shorter than the cutoff.

## Two images inside the cutoff would be too close together

Let L be the set of lattice vectors, closed under addition and negation, and let x be a displacement. Its periodic images are the vectors x − l with l in L. Suppose that every nonzero l in L satisfies ‖l‖ ≥ m, and let r be the cutoff, with r ≤ m/2. An image y counts as inside the cutoff when ‖y‖ < r.

Take two images y = x − a and z = x − b, with a and b in L. Their difference no longer contains x:

y − z = (x − a) − (x − b) = b − a.

This is a lattice vector. If y ≠ z it is nonzero, and so

‖y − z‖ ≥ m.

If both images are inside the cutoff, the triangle inequality gives

‖y − z‖ ≤ ‖y‖ + ‖z‖ < 2r ≤ m.

The two bounds contradict each other, so y = z.

Now let u be a pair potential, and let u_r be its truncation, equal to u(y) for ‖y‖ < r and to zero otherwise. Let x − a be a nearest image, meaning that ‖x − a‖ ≤ ‖x − b‖ for every b in L. If some b contributes a term with ‖x − b‖ < r, then ‖x − a‖ < r as well. Both images are inside the cutoff, so they coincide and b = a. All terms with b ≠ a therefore vanish, and

Σ_l u_r(x − l) = u_r(x − a).

If the nearest image is itself outside the cutoff, both sides are zero. A tie between two nearest images does no harm either: they are at least m apart, so their common length is at least m/2 ≥ r, and both contribute zero.

## The midpoint of a lattice vector has two images

The bound is sharp when the length m is attained. Let l be a nonzero lattice vector in a real normed space, and choose the displacement x = l/2. Subtracting the lattice vectors 0 and l gives the images

l/2 − 0 = l/2,

l/2 − l = −l/2.

They differ by l ≠ 0, so they are distinct, and both have length ‖l‖/2. Any cutoff r > ‖l‖/2 contains them both. If ‖l‖ = m, uniqueness for all displacements thus fails as soon as r > m/2, and it holds for r ≤ m/2 by the previous argument.

On the line with period m > 0, the lattice vectors are km with k an integer. For k ≠ 0,

|km| = |k| m ≥ m,

with equality at k = 1. The criterion is again r ≤ m/2, and above it the displacement m/2 has the images m/2 and −m/2 inside the cutoff.

## Lattice, images and cutoff as Lean objects

The displacements live in a normed additive commutative group `E`. For particles in space this would be three-dimensional Euclidean space, with the norm as the distance.

```lean
import Mathlib

open AddSubgroup (zmultiples)

namespace UniqueImageCutoff

noncomputable section

variable {E : Type*} [NormedAddCommGroup E]
```

The lattice is an additive subgroup `L` of `E`. No basis is chosen and no rank is prescribed, so a slab that is periodic in two directions is covered along with a bulk crystal. `IsImage L x y` says that `y` arises from `x` by subtracting some lattice vector.

```lean
/-- The vector `y` is a periodic image of the displacement `x`: it is `x` shifted by a
lattice vector. -/
def IsImage (L : AddSubgroup E) (x y : E) : Prop :=
  ∃ l ∈ L, y = x - l
```

The next set collects the images with norm strictly below `r`. The cutoff ball is therefore open, and this convention is what admits the value r = m/2.

```lean
/-- The periodic images of `x` that are shorter than the cutoff `r`. -/
def imagesWithin (L : AddSubgroup E) (r : ℝ) (x : E) : Set E :=
  {y | IsImage L x y ∧ ‖y‖ < r}
```

The geometry of the cell enters only through a lower bound on the lengths of nonzero lattice vectors. For an orthorhombic box the best such `m` is the shortest edge. In a skewed cell it can be shorter than every edge, because a combination of edge vectors may be shorter than each of them.

```lean
/-- Every nonzero lattice vector has length at least `m`. -/
def MinLength (L : AddSubgroup E) (m : ℝ) : Prop :=
  ∀ l ∈ L, l ≠ 0 → m ≤ ‖l‖
```

The potential `u` is an arbitrary real function of the displacement vector, so it may be anisotropic. It is cut off sharply, without a shift or a switching function.

```lean
/-- The pair potential `u` truncated at the cutoff `r`. -/
def truncated (r : ℝ) (u : E → ℝ) (y : E) : ℝ :=
  if ‖y‖ < r then u y else 0
```

## From separation to a single term

The first theorem is the separation bound. The proof unpacks the two images as `x - a` and `x - b`, and `abel` carries out the cancellation of `x`. The subgroup property puts `b - a` in `L`. The last argument shows that it is nonzero, since b = a would make the images equal.

```lean
/-- Two distinct periodic images of the same displacement are at least `m` apart. -/
theorem images_separated {L : AddSubgroup E} {m : ℝ} (hL : MinLength L m)
    {x y z : E} (hy : IsImage L x y) (hz : IsImage L x z) (hne : y ≠ z) :
    m ≤ ‖y - z‖ := by
  obtain ⟨a, ha, rfl⟩ := hy
  obtain ⟨b, hb, rfl⟩ := hz
  -- the difference of two images is a lattice vector
  have e : (x - a) - (x - b) = b - a := by abel
  rw [e]
  exact hL (b - a) (L.sub_mem hb ha)
    (fun h0 => hne (by rw [sub_eq_zero.mp h0]))
```

Uniqueness is expressed by `Subsingleton`: any two elements of the set are equal. An empty set qualifies, as it should, because a displacement may have no image inside the cutoff. The proof assumes two distinct images and lists the separation bound, the triangle inequality and the two cutoff conditions. `linarith` then finds the contradiction 2r ≤ m ≤ ‖y − z‖ < 2r. The sign of `m` plays no part; for m ≤ 0 the cutoff is not positive and no image lies inside it.

```lean
/-- If the cutoff is at most half the minimum lattice length, each displacement has at most
one periodic image within the cutoff. -/
theorem unique_image_within_cutoff {L : AddSubgroup E} {m r : ℝ} (hL : MinLength L m)
    (hr : r ≤ m / 2) (x : E) : (imagesWithin L r x).Subsingleton := by
  intro y hy z hz
  by_contra hne
  have h1 : m ≤ ‖y - z‖ := images_separated hL hy.1 hz.1 hne
  have h2 : ‖y - z‖ ≤ ‖y‖ + ‖z‖ := norm_sub_le y z
  have h3 : ‖y‖ < r := hy.2
  have h4 : ‖z‖ < r := hz.2
  linarith
```

The same argument gives a statement about packing: open balls of radius m/2 centred on the lattice points are pairwise disjoint. A point x common to the balls around a and b would have the two images x − a and x − b shorter than m/2.

The minimum image convention follows. The sum runs over all of `L`, and `HasSum` states that it converges to the given value, independently of the order of summation. The hypothesis `ha` says that `a` yields a nearest image. Its existence is assumed, and so is the program's ability to find it; in a skewed cell, rounding fractional coordinates need not return the nearest image.

`hasSum_single` reduces the claim to showing that every term with `b ≠ a` is zero. If such a term were inside the cutoff, `(ha b).trans_lt hlt` would place the nearest image inside too, and the uniqueness theorem would identify the two.

```lean
/-- Minimum image convention: for a cutoff of at most half the minimum lattice length, the
lattice sum of a truncated pair potential converges to the term of a nearest image. -/
theorem hasSum_minimum_image {L : AddSubgroup E} {m r : ℝ} (hL : MinLength L m)
    (hr : r ≤ m / 2) (u : E → ℝ) (x : E) (a : L)
    (ha : ∀ b : L, ‖x - (a : E)‖ ≤ ‖x - (b : E)‖) :
    HasSum (fun l : L => truncated r u (x - (l : E))) (truncated r u (x - (a : E))) := by
  refine hasSum_single a (fun b hb => ?_)
  show truncated r u (x - (b : E)) = 0
  unfold truncated
  refine if_neg (fun hlt => hb ?_)
  -- an image inside the cutoff must coincide with the nearest one
  have heq : x - (b : E) = x - (a : E) :=
    unique_image_within_cutoff hL hr x
      ⟨⟨b, b.2, rfl⟩, hlt⟩ ⟨⟨a, a.2, rfl⟩, (ha b).trans_lt hlt⟩
  exact Subtype.ext (sub_right_inj.mp heq)
```

For simulation practice, this justifies one evaluation per pair when the interaction is truncated at r ≤ m/2, as with a truncated Lennard-Jones potential or the truncated real-space part of an Ewald sum; it says nothing about the untruncated Coulomb sum or the error made by truncation. The sum also includes every lattice vector, so for a particle paired with itself, x = 0, it contains the self-term u(0) whenever r > 0. A loop over pairs of distinct particles never evaluates this term.

## Sharpness at half a lattice vector

The argument for the converse uses the displacement l/2, and a general normed group need not contain one. The theorem therefore adds the assumption that `E` is a real normed space. The assumption matters: among the integers, with lattice 3ℤ and r = 2, the only candidates inside the cutoff are −1, 0 and 1. No two of them differ by a multiple of 3, so uniqueness survives although r exceeds 3/2.

The conclusion has three parts: l/2 is an image inside the cutoff, −l/2 is another, and the two are different. The proof first computes the common norm, then supplies the lattice vectors 0 and l as witnesses. If the images were equal, their difference l would be zero, which `h0` excludes.

```lean
/-- For a cutoff above half the length of a nonzero lattice vector `l`, the displacement `l/2`
has the two distinct images `l/2` and `-l/2` within the cutoff. -/
theorem two_images_at_midpoint [NormedSpace ℝ E] {L : AddSubgroup E} {r : ℝ} {l : E}
    (hl : l ∈ L) (h0 : l ≠ 0) (hr : ‖l‖ / 2 < r) :
    (1 / 2 : ℝ) • l ∈ imagesWithin L r ((1 / 2 : ℝ) • l) ∧
      -((1 / 2 : ℝ) • l) ∈ imagesWithin L r ((1 / 2 : ℝ) • l) ∧
      (1 / 2 : ℝ) • l ≠ -((1 / 2 : ℝ) • l) := by
  have hn : ‖(1 / 2 : ℝ) • l‖ < r := by
    rw [norm_smul, Real.norm_of_nonneg (by norm_num)]
    linarith
  refine ⟨⟨⟨0, L.zero_mem, (sub_zero _).symm⟩, hn⟩,
    ⟨⟨l, hl, by module⟩, by rwa [norm_neg]⟩, fun h => h0 ?_⟩
  -- equal images would force the lattice vector to vanish
  calc l = (1 / 2 : ℝ) • l - -((1 / 2 : ℝ) • l) := by module
    _ = 0 := sub_eq_zero.mpr h
```

When some nonzero lattice vector has length exactly `m`, both directions combine into an equivalence. In the forward direction, a cutoff above m/2 would produce the two midpoint images, and uniqueness at that displacement would make them equal. The backward direction is the uniqueness theorem. The quantifier over all `x` is essential to the equivalence: a larger cutoff spoils uniqueness for some displacements, while others may still have only one image inside it.

```lean
/-- If `m` is the length of a shortest nonzero lattice vector, every displacement has at most
one image within the cutoff `r` exactly when `r ≤ m/2`. -/
theorem unique_image_iff [NormedSpace ℝ E] {L : AddSubgroup E} {m r : ℝ}
    (hL : MinLength L m) {l : E} (hl : l ∈ L) (h0 : l ≠ 0) (hlm : ‖l‖ = m) :
    (∀ x, (imagesWithin L r x).Subsingleton) ↔ r ≤ m / 2 := by
  constructor
  · intro h
    by_contra hr
    have hr' : ‖l‖ / 2 < r := by
      rw [hlm]
      exact not_le.mp hr
    obtain ⟨h1, h2, h3⟩ := two_images_at_midpoint hl h0 hr'
    exact h3 (h _ h1 h2)
  · intro hr x
    exact unique_image_within_cutoff hL hr x
```

The images could also have been counted in a closed ball, with ‖y‖ ≤ r in place of ‖y‖ < r. The midpoint images would then already be inside at r = m/2, and the criterion would become r < m/2. A program that tests distances with `<=` follows this second convention, and the two differ only for pairs at exactly the cutoff distance.

## The line with period m

`zmultiples m` is the subgroup mℤ of the real numbers. To verify its spacing, the proof writes a lattice vector as an integer multiple `k` of `m`, notes that k ≠ 0 forces |k| ≥ 1, and multiplies this inequality by the positive number `m`.

```lean
/-- In the one-dimensional lattice `mℤ` with `m > 0`, every nonzero lattice vector has length
at least `m`. -/
theorem minLength_line {m : ℝ} (hm : 0 < m) : MinLength (zmultiples m) m := by
  intro l hl h0
  obtain ⟨k, rfl⟩ := AddSubgroup.mem_zmultiples_iff.mp hl
  have hk : k ≠ 0 := by
    rintro rfl
    exact h0 (zero_smul ℤ m)
  have h1 : (1 : ℝ) ≤ |(k : ℝ)| := by exact_mod_cast Int.one_le_abs hk
  rw [zsmul_eq_mul, norm_mul, Real.norm_eq_abs, Real.norm_of_nonneg hm.le]
  nlinarith
```

The exact criterion on the line is then the general equivalence applied to the lattice vector `m` itself. Positivity of `m` is needed here. For m = 0 the lattice contains only zero, each displacement is its own single image, and uniqueness holds for every cutoff.

```lean
/-- On the line with period `m > 0`, every displacement has at most one image within the
cutoff `r` exactly when `r ≤ m/2`. -/
theorem unique_image_line_iff {m r : ℝ} (hm : 0 < m) :
    (∀ x, (imagesWithin (zmultiples m) r x).Subsingleton) ↔ r ≤ m / 2 :=
  unique_image_iff (minLength_line hm) (AddSubgroup.mem_zmultiples m) hm.ne'
    (Real.norm_of_nonneg hm.le)
```

The final theorem names a displacement at which uniqueness fails for every cutoff above m/2. In a one-dimensional periodic box of length m, two particles half a box apart see each other at equal distance on both sides. With a cutoff above m/2, the truncated lattice sum has terms from both images, and a loop that keeps only one of them drops a contribution. The proof specialises the midpoint theorem to l = m and rewrites the scalar multiple as m/2.

```lean
/-- On the line with period `m > 0`, for every cutoff above `m/2` the displacement `m/2` has
the two distinct images `m/2` and `-m/2` within the cutoff. -/
theorem two_images_line {m r : ℝ} (hm : 0 < m) (hr : m / 2 < r) :
    m / 2 ∈ imagesWithin (zmultiples m) r (m / 2) ∧
      -(m / 2) ∈ imagesWithin (zmultiples m) r (m / 2) ∧ m / 2 ≠ -(m / 2) := by
  have hr' : ‖m‖ / 2 < r := by rwa [Real.norm_of_nonneg hm.le]
  have h := two_images_at_midpoint (AddSubgroup.mem_zmultiples m) hm.ne' hr'
  have e : (1 / 2 : ℝ) • m = m / 2 := by
    rw [smul_eq_mul]
    ring
  rwa [e] at h

end

end UniqueImageCutoff
```

```lean
#print axioms UniqueImageCutoff.unique_image_within_cutoff
#print axioms UniqueImageCutoff.hasSum_minimum_image
#print axioms UniqueImageCutoff.unique_image_line_iff
#print axioms UniqueImageCutoff.two_images_line
```

```
'UniqueImageCutoff.unique_image_within_cutoff' depends on axioms: [propext, Classical.choice, Quot.sound]
'UniqueImageCutoff.hasSum_minimum_image' depends on axioms: [propext, Classical.choice, Quot.sound]
'UniqueImageCutoff.unique_image_line_iff' depends on axioms: [propext, Classical.choice, Quot.sound]
'UniqueImageCutoff.two_images_line' depends on axioms: [propext, Classical.choice, Quot.sound]
```
